# For an invertible correlation matrix, the Gram-matrix Eckart frame is orthogonal, and a rotation exactly when the determinant is positive

To describe the vibration of a molecule apart from its overall rotation I use an Eckart frame, and I can define it either by the condition it must satisfy or by an explicit formula. I chose the formula. With masses mᵢ, instantaneous positions rᵢ and reference positions aᵢ, I form

F = Σ mᵢ rᵢ aᵢᵀ,

take a square root S of the Gram matrix FᵀF, and set R = F S⁻¹.

For ammonia this works near the reference pyramid. But when I turn the umbrella inside out, keeping the atoms labelled and the z axis along the threefold axis, I get R = diag(1, 1, −1). That is a reflection. Did I take the wrong square root, or is the recipe not guaranteed to give a rotation?

## The sign of det F decides between rotation and reflection

Defining the frame by the formula F S⁻¹ is a real choice, because the Eckart condition alone has several orthogonal solutions. The formula selects one of them, provided that det F ≠ 0 and S is the positive definite root. That root is unique, so yours is not wrong if it is positive definite. The resulting R is always orthogonal, but it is a proper rotation only when det F > 0.

In your inverted geometry F = diag(A, A, −B) with A, B > 0. Hence S = diag(A, A, B), and R is the reflection you found. The identity also satisfies the Eckart condition there, but it is not the matrix that the formula selects. On the way to inversion det F changes sign, so it passes through zero, and at that point the construction stops.

## From the cross products to a symmetric matrix

The rotational Eckart condition on R is Σ mᵢ aᵢ × (Rᵀrᵢ) = 0. Number the Cartesian components 0, 1, 2. For any 3 × 3 matrix R put bᵢ = Rᵀrᵢ and P = RᵀF, so that

Pⱼₖ = Σᵢ mᵢ (bᵢ)ⱼ (aᵢ)ₖ.

Component 0 of aᵢ × bᵢ is (aᵢ)₁(bᵢ)₂ − (aᵢ)₂(bᵢ)₁. Weighting by mᵢ and summing, and doing the same for the other two components, gives

(Σ mᵢ aᵢ × bᵢ)₀ = P₂₁ − P₁₂

(Σ mᵢ aᵢ × bᵢ)₁ = P₀₂ − P₂₀

(Σ mᵢ aᵢ × bᵢ)₂ = P₁₀ − P₀₁.

The Eckart sum therefore vanishes exactly when RᵀF is symmetric.

Next, FᵀF is symmetric, and for x ≠ 0 invertibility gives Fx ≠ 0, so

xᵀFᵀF x = |Fx|² > 0.

Thus FᵀF is positive definite. Write it as U diag(d) Uᵀ with U orthogonal and all dᵢ > 0. Then S = U diag(√d) Uᵀ is positive definite and S² = FᵀF.

Suppose T is another positive definite root, and let Δ = S − T. Since S² = T²,

SΔ + ΔT = S² − ST + ST − T² = 0.

By the cyclic property of the trace,

tr Δ(S + T)Δ = tr Δ(SΔ + ΔT) = 0.

Because Δ is symmetric, the left side is the sum of δⱼᵀ(S + T)δⱼ over the columns δⱼ of Δ. Every term is nonnegative, so every term is zero. As S + T is positive definite, every δⱼ is zero and S = T.

Now set R = F S⁻¹. Since S is symmetric,

RᵀF = S⁻¹FᵀF = S⁻¹S² = S

RᵀR = RᵀF S⁻¹ = S S⁻¹ = 1.

The first line shows that RᵀF is symmetric, which is the Eckart condition; the second is orthogonality. Orthogonality also gives det R = ±1, while

det F = det R · det S, with det S > 0.

So det R = 1 exactly when det F > 0.

Finally, let R be any orthogonal matrix for which P = RᵀF is positive definite. Then

P² = PᵀP = FᵀRRᵀF = FᵀF = S².

Uniqueness of the root gives P = S, so F = RS and R = F S⁻¹. Positive definiteness of RᵀF is what singles out this frame. For your inverted ammonia the identity gives RᵀF = diag(A, A, −B), which is symmetric but not positive definite.

Here is the complete Lean file.

```lean
import Mathlib

open Matrix

namespace EckartGram

variable {ι n : Type*} [Fintype ι] [Fintype n] [DecidableEq n]

/-- The mass-weighted correlation matrix `F = ∑ mᵢ rᵢ aᵢᵀ` between the instantaneous
positions `rᵢ` and the reference positions `aᵢ`. -/
def correlation (m : ι → ℝ) (r a : ι → Fin 3 → ℝ) : Matrix (Fin 3) (Fin 3) ℝ :=
  ∑ i, m i • vecMulVec (r i) (a i)

/-- The rotational Eckart condition `∑ mᵢ aᵢ × (Rᵀ rᵢ) = 0` holds for a matrix `R`
if and only if `Rᵀ F` is symmetric. -/
theorem eckart_iff_isSymm (m : ι → ℝ) (r a : ι → Fin 3 → ℝ) (R : Matrix (Fin 3) (Fin 3) ℝ) :
    ∑ i, m i • (a i ⨯₃ (Rᵀ *ᵥ r i)) = 0 ↔ (Rᵀ * correlation m r a).IsSymm := by
  have hM : ∀ j k, (Rᵀ * correlation m r a) j k
      = ∑ i, m i * ((Rᵀ *ᵥ r i) j * a i k) := by
    intro j k
    rw [correlation, Matrix.mul_sum]
    simp only [Matrix.mul_smul, Matrix.mul_vecMulVec, Matrix.sum_apply, Matrix.smul_apply,
      vecMulVec_apply, smul_eq_mul]
  -- each component of the Eckart sum is a difference of two transposed entries of `Rᵀ F`
  have h0 : (∑ i, m i • (a i ⨯₃ (Rᵀ *ᵥ r i))) 0
      = (Rᵀ * correlation m r a) 2 1 - (Rᵀ * correlation m r a) 1 2 := by
    rw [hM, hM, ← Finset.sum_sub_distrib, Finset.sum_apply]
    refine Finset.sum_congr rfl fun i _ => ?_
    simp only [Pi.smul_apply, cross_apply, smul_eq_mul, Matrix.cons_val]
    ring
  have h1 : (∑ i, m i • (a i ⨯₃ (Rᵀ *ᵥ r i))) 1
      = (Rᵀ * correlation m r a) 0 2 - (Rᵀ * correlation m r a) 2 0 := by
    rw [hM, hM, ← Finset.sum_sub_distrib, Finset.sum_apply]
    refine Finset.sum_congr rfl fun i _ => ?_
    simp only [Pi.smul_apply, cross_apply, smul_eq_mul, Matrix.cons_val]
    ring
  have h2 : (∑ i, m i • (a i ⨯₃ (Rᵀ *ᵥ r i))) 2
      = (Rᵀ * correlation m r a) 1 0 - (Rᵀ * correlation m r a) 0 1 := by
    rw [hM, hM, ← Finset.sum_sub_distrib, Finset.sum_apply]
    refine Finset.sum_congr rfl fun i _ => ?_
    simp only [Pi.smul_apply, cross_apply, smul_eq_mul, Matrix.cons_val]
    ring
  constructor
  · intro h
    rw [h] at h0 h1 h2
    have e0 := sub_eq_zero.mp h0.symm
    have e1 := sub_eq_zero.mp h1.symm
    have e2 := sub_eq_zero.mp h2.symm
    refine Matrix.IsSymm.ext fun i j => ?_
    fin_cases i <;> fin_cases j <;> simp [e0, e1, e2]
  · intro h
    ext k
    fin_cases k
    · exact h0.trans (sub_eq_zero.mpr (h.apply 1 2))
    · exact h1.trans (sub_eq_zero.mpr (h.apply 2 0))
    · exact h2.trans (sub_eq_zero.mpr (h.apply 0 1))

/-- The Gram matrix `Fᵀ F` of a real square matrix with nonzero determinant is
positive definite. -/
theorem gram_posDef {F : Matrix n n ℝ} (hF : F.det ≠ 0) : (Fᵀ * F).PosDef := by
  rw [Matrix.posDef_iff_dotProduct_mulVec]
  constructor
  · rw [Matrix.IsHermitian, conjTranspose_eq_transpose_of_trivial, transpose_mul,
      transpose_transpose]
  · intro x hx
    have h : F *ᵥ x ≠ 0 := fun h => hx (Matrix.eq_zero_of_mulVec_eq_zero hF h)
    rw [star_trivial, ← Matrix.mulVec_mulVec, Matrix.dotProduct_mulVec, Matrix.vecMul_transpose]
    exact lt_of_le_of_ne (Finset.sum_nonneg fun i _ => mul_self_nonneg _)
      (Ne.symm (mt dotProduct_self_eq_zero.mp h))

/-- Every real positive definite matrix has a positive definite square root. -/
theorem exists_posDef_sqrt {G : Matrix n n ℝ} (hG : G.PosDef) :
    ∃ S : Matrix n n ℝ, S.PosDef ∧ S * S = G := by
  -- an orthogonal matrix of eigenvectors, with positive eigenvalues
  obtain ⟨U, d, hd, hU, hGU⟩ : ∃ (U : Matrix n n ℝ) (d : n → ℝ),
      (∀ i, 0 < d i) ∧ U * Uᵀ = 1 ∧ G * U = U * diagonal d := by
    refine ⟨(hG.isHermitian.eigenvectorUnitary : Matrix n n ℝ), hG.isHermitian.eigenvalues,
      fun i => hG.eigenvalues_pos i, ?_, ?_⟩
    · have h := Matrix.mem_unitaryGroup_iff.mp hG.isHermitian.eigenvectorUnitary.2
      rwa [star_eq_conjTranspose, conjTranspose_eq_transpose_of_trivial] at h
    · ext i j
      have h := congrFun (hG.isHermitian.mulVec_eigenvectorBasis j) i
      rw [Matrix.mul_diagonal]
      exact h.trans (mul_comm _ _)
  have hU' : Uᵀ * U = 1 := mul_eq_one_comm.mp hU
  -- the root is itself a Gram matrix, built from fourth roots of the eigenvalues
  let D : Matrix n n ℝ := diagonal fun i => √(√(d i))
  have hD : D * (D * (D * D)) = diagonal d := by
    simp only [D, diagonal_mul_diagonal]
    congr 1
    funext i
    have h1 := Real.mul_self_sqrt (Real.sqrt_nonneg (d i))
    have h2 := Real.mul_self_sqrt (hd i).le
    rw [h1, ← mul_assoc, h1, h2]
  have hDt : Dᵀ = D := diagonal_transpose _
  have hdet : (D * Uᵀ).det ≠ 0 := by
    rw [det_mul]
    refine mul_ne_zero ?_ ?_
    · rw [det_diagonal]
      exact Finset.prod_ne_zero_iff.mpr fun i _ =>
        (Real.sqrt_pos.mpr (Real.sqrt_pos.mpr (hd i))).ne'
    · intro h
      have h1 := congrArg Matrix.det hU
      rw [det_mul, h, mul_zero, det_one] at h1
      exact zero_ne_one h1
  refine ⟨(D * Uᵀ)ᵀ * (D * Uᵀ), gram_posDef hdet, ?_⟩
  rw [transpose_mul, transpose_transpose, hDt]
  calc U * D * (D * Uᵀ) * (U * D * (D * Uᵀ))
      = U * D * D * (Uᵀ * U) * D * D * Uᵀ := by simp only [Matrix.mul_assoc]
    _ = U * (D * (D * (D * D))) * Uᵀ := by
        rw [hU', Matrix.mul_one]; simp only [Matrix.mul_assoc]
    _ = G := by rw [hD, ← hGU, Matrix.mul_assoc, hU, Matrix.mul_one]

omit [DecidableEq n] in
/-- Two real positive definite matrices with the same square are equal. -/
theorem posDef_sqrt_unique {S T : Matrix n n ℝ} (hS : S.PosDef) (hT : T.PosDef)
    (h : S * S = T * T) : S = T := by
  have hSt : Sᵀ = S := (conjTranspose_eq_transpose_of_trivial S).symm.trans hS.isHermitian.eq
  have hTt : Tᵀ = T := (conjTranspose_eq_transpose_of_trivial T).symm.trans hT.isHermitian.eq
  have hA := hS.add hT
  -- the trace of `(S - T)(S + T)(S - T)` vanishes
  have h0 : ((S - T)ᵀ * (S + T) * (S - T)).trace = 0 := by
    have e : S * (S - T) + (S - T) * T = 0 := by
      rw [Matrix.mul_sub, Matrix.sub_mul, h]; abel
    rw [transpose_sub, hSt, hTt, Matrix.mul_add, Matrix.add_mul, trace_add,
      trace_mul_comm ((S - T) * T) (S - T), Matrix.mul_assoc, ← trace_add,
      ← Matrix.mul_add, e, Matrix.mul_zero, trace_zero]
  have h1 : ((S - T)ᵀ * (S + T) * (S - T)).trace
      = ∑ j, (S - T)ᵀ j ⬝ᵥ ((S + T) *ᵥ (S - T)ᵀ j) := by
    rw [Matrix.mul_assoc]; rfl
  rw [h1, Finset.sum_eq_zero_iff_of_nonneg] at h0
  · ext i j
    have hz : (S - T)ᵀ j = 0 := by
      by_contra hne
      have hp := (Matrix.posDef_iff_dotProduct_mulVec.mp hA).2 hne
      rw [star_trivial, h0 j (Finset.mem_univ j)] at hp
      exact lt_irrefl _ hp
    exact sub_eq_zero.mp (congrFun hz i)
  · intro j _
    have hp := hA.posSemidef.dotProduct_mulVec_nonneg ((S - T)ᵀ j)
    rwa [star_trivial] at hp

/-- If `S` is positive definite with `S² = Fᵀ F`, then `R = F S⁻¹` satisfies `Rᵀ F = S`
and is orthogonal. -/
theorem frame_orthogonal {F S : Matrix n n ℝ} (hS : S.PosDef) (h : S * S = Fᵀ * F) :
    (F * S⁻¹)ᵀ * F = S ∧ (F * S⁻¹)ᵀ * (F * S⁻¹) = 1 := by
  have hSt : Sᵀ = S := (conjTranspose_eq_transpose_of_trivial S).symm.trans hS.isHermitian.eq
  have hu : IsUnit S.det := hS.det_pos.ne'.isUnit
  have h1 : (F * S⁻¹)ᵀ * F = S := by
    rw [transpose_mul, transpose_nonsing_inv, hSt, Matrix.mul_assoc, ← h, ← Matrix.mul_assoc,
      nonsing_inv_mul _ hu, Matrix.one_mul]
  exact ⟨h1, by rw [← Matrix.mul_assoc, h1, mul_nonsing_inv _ hu]⟩

/-- **Eckart frame from the Gram matrix.** If `F = ∑ mᵢ rᵢ aᵢᵀ` has nonzero determinant, there
is exactly one positive definite `S` with `S² = Fᵀ F`, and `R = F S⁻¹` is orthogonal and
satisfies the rotational Eckart condition `∑ mᵢ aᵢ × (Rᵀ rᵢ) = 0`. -/
theorem eckart_frame_from_gram (m : ι → ℝ) (r a : ι → Fin 3 → ℝ)
    (hF : (correlation m r a).det ≠ 0) :
    ∃ S : Matrix (Fin 3) (Fin 3) ℝ,
      (S.PosDef ∧ S * S = (correlation m r a)ᵀ * correlation m r a) ∧
      (∀ T : Matrix (Fin 3) (Fin 3) ℝ, T.PosDef →
        T * T = (correlation m r a)ᵀ * correlation m r a → T = S) ∧
      (correlation m r a * S⁻¹)ᵀ * (correlation m r a * S⁻¹) = 1 ∧
      ∑ i, m i • (a i ⨯₃ ((correlation m r a * S⁻¹)ᵀ *ᵥ r i)) = 0 := by
  obtain ⟨S, hS, h⟩ := exists_posDef_sqrt (gram_posDef hF)
  obtain ⟨h1, h2⟩ := frame_orthogonal hS h
  refine ⟨S, ⟨hS, h⟩, fun T hT hTT => posDef_sqrt_unique hT hS (hTT.trans h.symm), h2, ?_⟩
  -- the Eckart condition is the symmetry of `Rᵀ F = S`
  rw [eckart_iff_isSymm, h1]
  exact (conjTranspose_eq_transpose_of_trivial S).symm.trans hS.isHermitian.eq

/-- For positive definite `S` with `S² = Fᵀ F`, the orthogonal matrix `F S⁻¹` has determinant
one, so that it is a proper rotation, if and only if `det F > 0`. -/
theorem frame_det_eq_one_iff {F S : Matrix n n ℝ} (hS : S.PosDef) (h : S * S = Fᵀ * F) :
    (F * S⁻¹).det = 1 ↔ 0 < F.det := by
  have hp := hS.det_pos
  have hF : F.det = (F * S⁻¹).det * S.det := by
    rw [← det_mul, Matrix.mul_assoc, nonsing_inv_mul _ hp.ne'.isUnit, Matrix.mul_one]
  have hR := congrArg Matrix.det (frame_orthogonal hS h).2
  rw [det_mul, det_transpose, det_one] at hR
  constructor
  · intro h1
    rw [hF, h1, one_mul]
    exact hp
  · intro h1
    rcases mul_self_eq_one_iff.mp hR with h2 | h2
    · exact h2
    · rw [hF, h2] at h1
      linarith

/-- Let `S` be positive definite with `S² = Fᵀ F`. An orthogonal matrix `R` for which `Rᵀ F`
is positive definite equals `F S⁻¹`. -/
theorem frame_unique {F S R : Matrix n n ℝ} (hS : S.PosDef) (h : S * S = Fᵀ * F)
    (hR : Rᵀ * R = 1) (hP : (Rᵀ * F).PosDef) : R = F * S⁻¹ := by
  have hR' : R * Rᵀ = 1 := mul_eq_one_comm.mp hR
  have hPt : (Rᵀ * F)ᵀ = Rᵀ * F :=
    (conjTranspose_eq_transpose_of_trivial _).symm.trans hP.isHermitian.eq
  -- `Rᵀ F` is also a positive definite root of the Gram matrix
  have hsq : (Rᵀ * F) * (Rᵀ * F) = S * S := by
    calc (Rᵀ * F) * (Rᵀ * F) = (Rᵀ * F)ᵀ * (Rᵀ * F) := by rw [hPt]
      _ = Fᵀ * (R * Rᵀ) * F := by
          rw [transpose_mul, transpose_transpose]; simp only [Matrix.mul_assoc]
      _ = S * S := by rw [hR', Matrix.mul_one, h]
  have hEq := posDef_sqrt_unique hP hS hsq
  have hF : F = R * S := by rw [← hEq, ← Matrix.mul_assoc, hR', Matrix.one_mul]
  rw [hF, Matrix.mul_assoc, mul_nonsing_inv _ hS.det_pos.ne'.isUnit, Matrix.mul_one]

end EckartGram
```

```lean
#print axioms EckartGram.eckart_frame_from_gram
#print axioms EckartGram.frame_det_eq_one_iff
#print axioms EckartGram.frame_unique
```

```
'EckartGram.eckart_frame_from_gram' depends on axioms: [propext, Classical.choice, Quot.sound]
'EckartGram.frame_det_eq_one_iff' depends on axioms: [propext, Classical.choice, Quot.sound]
'EckartGram.frame_unique' depends on axioms: [propext, Classical.choice, Quot.sound]
```

## What the theorems say about a molecule

The finite type `ι` labels the atoms. The masses are `m : ι → ℝ`, and `r` and `a` assign to each atom a vector of type `Fin 3 → ℝ`. No sign is imposed on the masses; the theorems need only the stated determinant condition. The matrix F is called `correlation m r a`. It is a mass-weighted sum of outer products, not a normalised statistical correlation.

The main theorem, `eckart_frame_from_gram`, assumes that this matrix has nonzero determinant. It gives a positive definite `S` whose square is FᵀF, and says that every positive definite `T` with the same square equals `S`. For this `S`, the matrix F S⁻¹ is orthogonal and satisfies

Σ mᵢ aᵢ × (Rᵀrᵢ) = 0.

In Lean, `PosDef` includes symmetry for real matrices, `⨯₃` is the cross product and `*ᵥ` applies a matrix to a vector. The convention is that Rᵀ takes the instantaneous positions into the molecular frame; some texts give the name R to the transpose. Using the displacements Rᵀrᵢ − aᵢ in place of Rᵀrᵢ changes nothing, because aᵢ × aᵢ = 0.

Two further theorems hold for square matrices of any finite size. `frame_det_eq_one_iff` is the determinant criterion that answers your question, and `frame_unique` says that an orthogonal R with RᵀF positive definite must be F S⁻¹.

The step left to you is the choice of origin: measure both sets of positions from their centres of mass before forming F. This takes care of the translational Eckart condition, which the theorems do not mention.

The determinant hypothesis excludes planar geometries. If the centred reference or instantaneous positions lie in a plane, F is singular. The theorem therefore does not apply to water or any other triatomic molecule, nor to a planar benzene reference. As long as det F > 0, the frame is a proper rotation and can be used to remove overall rotation from a simulated trajectory or to set up vibrational coordinates relative to one fixed reference structure. When det F < 0 the theorem still applies, but the frame includes a reflection, as in your inverted ammonia.

## How the Lean proof is assembled

`eckart_iff_isSymm` carries out the component calculation. Its statement `hM` expands the entries of RᵀF, and `h0`, `h1` and `h2` are the three antisymmetric differences above, each finished by `ring` after the sums have been compared atom by atom. Checking the index cases then turns three vanishing differences into symmetry, and back again.

`gram_posDef` is the |Fx|² argument: a nonzero determinant rules out Fx = 0 for nonzero x, so the sum of squares is strictly positive.

`exists_posDef_sqrt` takes an orthogonal eigenvector matrix `U` and positive eigenvalues `d` from Mathlib's spectral theorem. It differs slightly from the derivation above. The diagonal matrix `D` contains fourth roots of the eigenvalues, and the square root is written as (DUᵀ)ᵀ(DUᵀ). This equals U diag(√d) Uᵀ, but in this form its positive definiteness follows at once from `gram_posDef`. The closing `calc` block squares it and recovers the original matrix.

`posDef_sqrt_unique` follows the trace argument. Statement `h0` says that the trace is zero, and `h1` rewrites it as a sum over the columns of S − T. Nonnegativity makes each term vanish, and a nonzero column would contradict positive definiteness.

`frame_orthogonal` proves RᵀF = S first and uses it to obtain RᵀR = 1. The main theorem then combines these results: it obtains the root, applies uniqueness, and rewrites the Eckart condition as the symmetry of S.

For the determinant criterion, `frame_det_eq_one_iff` factors det F as det R · det S and considers the two possible values of det R. When det R = −1, a positive det F is contradictory. `frame_unique` shows that RᵀF is itself a positive definite root of the Gram matrix, identifies it with S, and solves F = RS for R.
